# Maxwell–Boltzmann carriers with transport distribution $AE^s$, $s>-1$, have Lorenz number $(s+1)(k_B/q)^2$

Let carriers of charge $q\neq0$ have the transport distribution $\Xi(E)=AE^s$ at energies $E>0$ above the band edge, with $A>0$ and $s>-1$. If they obey Maxwell–Boltzmann statistics at temperature $T>0$, their electrical conductivity $\sigma$ is positive and their electronic thermal conductivity is

$$\kappa=(s+1)\left(\frac{k_B}{q}\right)^2\sigma T .$$

For a three-dimensional parabolic band with relaxation time $\tau E^r$ and $r>-5/2$, the factor $s+1$ becomes $r+5/2$.

## Transport coefficients

Write $\theta=k_BT$ and let $\mu$ be the chemical potential, measured like $E$ from the band edge. The transport integrals are

$$L_k=\int_0^\infty \Xi(E)\,(E-\mu)^k\,\frac{e^{-(E-\mu)/\theta}}{\theta}\,dE ,$$

where the last factor is $-\partial f/\partial E$ for the occupation $f=e^{-(E-\mu)/\theta}$. They give

$$\sigma=q^2L_0,\qquad S=\frac{L_1}{qTL_0},\qquad \kappa=\frac{1}{T}\left(L_2-\frac{L_1^2}{L_0}\right),$$

with $S$ the Seebeck coefficient. The subtraction in $\kappa$ imposes zero electric current.

## What is stated in Lean

`transportIntegral Ξ θ μ k` is $L_k$, and `conductivity`, `seebeck` and `thermalConductivity` are the three formulas above. The hypothesis `hΞ` fixes $\Xi$ only for $E>0$. The charge `q` is signed, so electrons have $q<0$. For holes, $q>0$, and both $E$ and $\mu$ are measured downwards from the valence-band edge.

`wiedemann_franz` states $\sigma>0$ and the relation for $\kappa$, for every real $\mu$. `seebeck_nondegenerate` states $qS=k_B(s+1-\mu/\theta)$. `wiedemann_franz_parabolic` takes $\Xi$ as the product of the density of states $g\sqrt E$, the squared velocity component averaged over directions, $2E/(3m)$, and the relaxation time $\tau E^r$. Here $m$ is the effective mass, and the constants $g$, $m$, $\tau$ are positive.

The formulas for the coefficients are taken as definitions; their derivation from the Boltzmann equation in the relaxation-time approximation is not formalised. Maxwell–Boltzmann statistics is also assumed; physically it requires $\mu$ to lie several $k_BT$ below the band edge. Unlike the metallic Wiedemann–Franz law, the relation has a factor that depends on the scattering exponent.

For a single nondegenerate parabolic band with power-law scattering, the result gives the electronic part of a semiconductor's thermal conductivity from its electrical conductivity.

## Moments, then transport integrals

Define $M_k=\int_0^\infty x^{s+k}e^{-x}\,dx=\Gamma(s+k+1)$. Integration by parts gives $M_{k+1}=(s+k+1)M_k$; the boundary terms vanish because $s+k+1>0$. Hence

$$\frac{M_1}{M_0}=s+1,\qquad \frac{M_2}{M_0}-\left(\frac{M_1}{M_0}\right)^2=(s+2)(s+1)-(s+1)^2=s+1 .$$

Now put $E=\theta x$ and $\mu=\theta\eta$. The factor $\theta$ from $dE$ cancels the $1/\theta$ in $-\partial f/\partial E$:

$$L_k=A\theta^{s+k}e^{\eta}\int_0^\infty x^s(x-\eta)^ke^{-x}\,dx .$$

Expanding the powers gives $L_0=A\theta^se^\eta M_0>0$ and

$$\frac{L_1}{L_0}=\theta(s+1-\eta),$$

$$\frac{L_2}{L_0}=\theta^2\left(\frac{M_2}{M_0}-2\eta\frac{M_1}{M_0}+\eta^2\right)=\theta^2\left[(s+1-\eta)^2+(s+1)\right].$$

The first ratio, divided by $qT$, is $S$. In $\kappa$ the squares cancel, and $\mu$ with them:

$$\kappa=\frac{L_0}{T}(s+1)\theta^2=(s+1)k_B^2TL_0=(s+1)\left(\frac{k_B}{q}\right)^2\sigma T .$$

For the parabolic band, $\sqrt E\cdot E\cdot E^r=E^{r+3/2}$, so $s=r+3/2$ and $A=2g\tau/(3m)$.

Omitting $L_1^2/L_0$ would change the result greatly: at $\mu=-4k_BT$ and $s=1$ the factor would be $38$ instead of $2$.

The condition $s>-1$ cannot be relaxed to $s\ge-1$: at $s=-1$ the integral $M_0=\int_0^\infty x^{-1}e^{-x}\,dx$ diverges at the origin. Lean gives such an integral the value zero, so the claim $\sigma>0$ fails.

## The Lean file

```lean
import Mathlib

open MeasureTheory Set

namespace NondegenerateLorenz

noncomputable section

/-- The moment `M_k`, the integral of `x^(s+k) exp(-x)` over `x > 0`. -/
def moment (s : ℝ) (k : ℕ) : ℝ :=
  ∫ x in Ioi (0 : ℝ), x ^ (s + (k : ℝ)) * Real.exp (-x)

/-- The transport integral `L_k` of a transport distribution `Ξ` at thermal energy `θ ≠ 0` and
chemical potential `μ`, with the Maxwell-Boltzmann window `exp(-(E-μ)/θ)/θ`. -/
def transportIntegral (Ξ : ℝ → ℝ) (θ μ : ℝ) (k : ℕ) : ℝ :=
  ∫ E in Ioi (0 : ℝ), Ξ E * (E - μ) ^ k * (Real.exp (-(E - μ) / θ) / θ)

/-- Electrical conductivity `σ = q² L0` of carriers of charge `q`, for `kB T ≠ 0`. -/
def conductivity (Ξ : ℝ → ℝ) (q kB T μ : ℝ) : ℝ :=
  q ^ 2 * transportIntegral Ξ (kB * T) μ 0

/-- Seebeck coefficient `S = L1 / (q T L0)`, for nonzero `q`, `kB`, `T` and `L0`. -/
def seebeck (Ξ : ℝ → ℝ) (q kB T μ : ℝ) : ℝ :=
  transportIntegral Ξ (kB * T) μ 1 / (q * T * transportIntegral Ξ (kB * T) μ 0)

/-- Electronic thermal conductivity at zero current, `κ = (L2 - L1²/L0) / T`, for nonzero
`kB`, `T` and `L0`. -/
def thermalConductivity (Ξ : ℝ → ℝ) (kB T μ : ℝ) : ℝ :=
  (transportIntegral Ξ (kB * T) μ 2
    - transportIntegral Ξ (kB * T) μ 1 ^ 2 / transportIntegral Ξ (kB * T) μ 0) / T

/-- For `s > -1` the integrand of every moment is integrable on `x > 0`. -/
theorem moment_integrable {s : ℝ} (hs : -1 < s) (k : ℕ) :
    IntegrableOn (fun x : ℝ => x ^ (s + (k : ℝ)) * Real.exp (-x)) (Ioi 0) := by
  have hk : (0 : ℝ) ≤ k := Nat.cast_nonneg k
  have h := Real.GammaIntegral_convergent (s := s + k + 1) (by linarith)
  simpa only [add_sub_cancel_right, mul_comm] using h

/-- For `s > -1` the moment `M_k` is the Gamma function at `s + k + 1`. -/
theorem moment_eq_Gamma {s : ℝ} (hs : -1 < s) (k : ℕ) :
    moment s k = Real.Gamma (s + k + 1) := by
  have hk : (0 : ℝ) ≤ k := Nat.cast_nonneg k
  rw [moment, Real.Gamma_eq_integral (by linarith)]
  refine setIntegral_congr_fun measurableSet_Ioi fun x _ => ?_
  rw [add_sub_cancel_right, mul_comm]

/-- For `s > -1` consecutive moments obey `M_(k+1) = (s + k + 1) M_k`. -/
theorem moment_succ {s : ℝ} (hs : -1 < s) (k : ℕ) :
    moment s (k + 1) = (s + k + 1) * moment s k := by
  have hk : (0 : ℝ) ≤ k := Nat.cast_nonneg k
  have hne : s + (k : ℝ) + 1 ≠ 0 := by linarith
  rw [moment_eq_Gamma hs, moment_eq_Gamma hs, ← Real.Gamma_add_one hne]
  push_cast
  congr 1
  ring

/-- For `s > -1` the weight `x^s exp(-x)` on `x > 0` has mean `M1/M0 = s + 1` and variance
`M2/M0 - (M1/M0)² = s + 1`, and `M0` is positive. -/
theorem reduced_mean_and_variance {s : ℝ} (hs : -1 < s) :
    0 < moment s 0 ∧ moment s 1 / moment s 0 = s + 1 ∧
      moment s 2 / moment s 0 - (moment s 1 / moment s 0) ^ 2 = s + 1 := by
  have h0 : 0 < moment s 0 := by
    rw [moment_eq_Gamma hs]
    exact Real.Gamma_pos_of_pos (by push_cast; linarith)
  have h1 : moment s 1 = (s + 1) * moment s 0 :=
    (moment_succ hs 0).trans (by push_cast; ring)
  have h2 : moment s 2 = (s + 2) * moment s 1 :=
    (moment_succ hs 1).trans (by push_cast; ring)
  have r1 : moment s 1 / moment s 0 = s + 1 := by
    rw [h1, mul_div_assoc, div_self h0.ne', mul_one]
  refine ⟨h0, r1, ?_⟩
  rw [h2, mul_div_assoc, r1]
  ring

/-- For `s > -1` the integral over `x > 0` of a quadratic polynomial `a + b x + c x²` with weight
`x^s exp(-x)` is `a M0 + b M1 + c M2`. -/
theorem integral_quadratic {s : ℝ} (hs : -1 < s) (p : ℝ → ℝ) (a b c : ℝ)
    (hp : ∀ x, p x = a + b * x + c * x ^ 2) :
    ∫ x in Ioi (0 : ℝ), x ^ s * p x * Real.exp (-x)
      = a * moment s 0 + b * moment s 1 + c * moment s 2 := by
  have h (k : ℕ) (d : ℝ) : Integrable
      (fun x : ℝ => d * (x ^ (s + (k : ℝ)) * Real.exp (-x))) (volume.restrict (Ioi 0)) :=
    Integrable.const_mul (moment_integrable hs k) d
  calc ∫ x in Ioi (0 : ℝ), x ^ s * p x * Real.exp (-x)
      = ∫ x in Ioi (0 : ℝ), (a * (x ^ (s + ((0 : ℕ) : ℝ)) * Real.exp (-x))
          + b * (x ^ (s + ((1 : ℕ) : ℝ)) * Real.exp (-x)))
          + c * (x ^ (s + ((2 : ℕ) : ℝ)) * Real.exp (-x)) := by
        refine setIntegral_congr_fun measurableSet_Ioi fun x hx => ?_
        have hx' : 0 < x := hx
        simp only [Real.rpow_add_natCast hx'.ne', hp]
        ring
    _ = (∫ x in Ioi (0 : ℝ), (a * (x ^ (s + ((0 : ℕ) : ℝ)) * Real.exp (-x))
          + b * (x ^ (s + ((1 : ℕ) : ℝ)) * Real.exp (-x))))
          + ∫ x in Ioi (0 : ℝ), c * (x ^ (s + ((2 : ℕ) : ℝ)) * Real.exp (-x)) :=
        integral_add ((h 0 a).add (h 1 b)) (h 2 c)
    _ = a * moment s 0 + b * moment s 1 + c * moment s 2 := by
        rw [integral_add (h 0 a) (h 1 b), integral_const_mul, integral_const_mul,
          integral_const_mul]
        rfl

/-- For `Ξ(E) = A E^s` on `E > 0` and `θ > 0`, `L_k` at chemical potential `θ η` is
`A θ^(s+k) exp(η)` times the integral of `x^s (x-η)^k exp(-x)` over `x > 0`. -/
theorem transportIntegral_scaling {Ξ : ℝ → ℝ} {A s θ : ℝ} (hθ : 0 < θ)
    (hΞ : ∀ E, 0 < E → Ξ E = A * E ^ s) (η : ℝ) (k : ℕ) :
    transportIntegral Ξ θ (θ * η) k = A * θ ^ s * θ ^ k * Real.exp η *
      ∫ x in Ioi (0 : ℝ), x ^ s * (x - η) ^ k * Real.exp (-x) := by
  have hne := hθ.ne'
  -- substitution E = θ x
  have h := integral_comp_mul_left_Ioi
    (fun E => Ξ E * (E - θ * η) ^ k * (Real.exp (-(E - θ * η) / θ) / θ)) 0 hθ
  rw [mul_zero, smul_eq_mul, eq_inv_mul_iff_mul_eq₀ hne] at h
  refine h.symm.trans ?_
  rw [← integral_const_mul, ← integral_const_mul]
  refine setIntegral_congr_fun measurableSet_Ioi fun x hx => ?_
  have hx' : 0 < x := hx
  have key : ∀ a b : ℝ, θ * (a * (b / θ)) = a * b := fun a b => by field_simp
  have e1 : -(θ * x - θ * η) / θ = η + -x := by
    rw [div_eq_iff hne]
    ring
  have e2 : θ * x - θ * η = θ * (x - η) := by ring
  rw [key, e1, e2, hΞ _ (mul_pos hθ hx'), Real.mul_rpow hθ.le hx'.le, Real.exp_add, mul_pow]
  ring

/-- For `Ξ(E) = A E^s` on `E > 0` with `A > 0`, `s > -1`, `θ > 0`: `L0` is positive,
`L1/L0 = (s+1)θ - μ`, and `L2/L0` is the square of this plus `(s+1)θ²`. -/
theorem transportIntegral_values {Ξ : ℝ → ℝ} {A s θ : ℝ} (hA : 0 < A) (hs : -1 < s)
    (hθ : 0 < θ) (hΞ : ∀ E, 0 < E → Ξ E = A * E ^ s) (μ : ℝ) :
    0 < transportIntegral Ξ θ μ 0 ∧
    transportIntegral Ξ θ μ 1 = transportIntegral Ξ θ μ 0 * ((s + 1) * θ - μ) ∧
    transportIntegral Ξ θ μ 2 =
      transportIntegral Ξ θ μ 0 * (((s + 1) * θ - μ) ^ 2 + (s + 1) * θ ^ 2) := by
  have hne := hθ.ne'
  obtain ⟨η, rfl⟩ : ∃ η, μ = θ * η := ⟨μ / θ, by field_simp⟩
  have hM := (reduced_mean_and_variance hs).1
  have h1 : moment s 1 = (s + 1) * moment s 0 :=
    (moment_succ hs 0).trans (by push_cast; ring)
  have h2 : moment s 2 = (s + 2) * moment s 1 :=
    (moment_succ hs 1).trans (by push_cast; ring)
  -- expand the powers of x - η into moments
  have i0 : ∫ x in Ioi (0 : ℝ), x ^ s * (x - η) ^ 0 * Real.exp (-x) = _ :=
    integral_quadratic hs (fun x => (x - η) ^ 0) 1 0 0 (fun x => by ring)
  have i1 : ∫ x in Ioi (0 : ℝ), x ^ s * (x - η) ^ 1 * Real.exp (-x) = _ :=
    integral_quadratic hs (fun x => (x - η) ^ 1) (-η) 1 0 (fun x => by ring)
  have i2 : ∫ x in Ioi (0 : ℝ), x ^ s * (x - η) ^ 2 * Real.exp (-x) = _ :=
    integral_quadratic hs (fun x => (x - η) ^ 2) (η ^ 2) (-2 * η) 1
      (fun x => by ring)
  have l0 : transportIntegral Ξ θ (θ * η) 0 = A * θ ^ s * Real.exp η * moment s 0 := by
    rw [transportIntegral_scaling hθ hΞ, i0]
    ring
  refine ⟨by rw [l0]; positivity, ?_, ?_⟩
  · rw [l0, transportIntegral_scaling hθ hΞ, i1, h1]
    ring
  · rw [l0, transportIntegral_scaling hθ hΞ, i2, h2, h1]
    ring

/-- Nondegenerate Wiedemann-Franz law: for `Ξ(E) = A E^s` on `E > 0` with `A > 0`, `s > -1`,
positive `kB` and `T`, and `q ≠ 0`, one has `σ > 0` and `κ = (s+1) (kB/q)² σ T`. -/
theorem wiedemann_franz {Ξ : ℝ → ℝ} {A s q kB T : ℝ} (hA : 0 < A) (hs : -1 < s)
    (hq : q ≠ 0) (hk : 0 < kB) (hT : 0 < T) (hΞ : ∀ E, 0 < E → Ξ E = A * E ^ s) (μ : ℝ) :
    0 < conductivity Ξ q kB T μ ∧
    thermalConductivity Ξ kB T μ =
      (s + 1) * (kB / q) ^ 2 * conductivity Ξ q kB T μ * T := by
  obtain ⟨h0, h1, h2⟩ := transportIntegral_values hA hs (mul_pos hk hT) hΞ μ
  unfold conductivity thermalConductivity
  rw [h2, h1]
  generalize transportIntegral Ξ (kB * T) μ 0 = L at h0 ⊢
  have hL := h0.ne'
  refine ⟨by positivity, ?_⟩
  field_simp
  ring

/-- For `Ξ(E) = A E^s` on `E > 0` with `A > 0`, `s > -1`, positive `kB` and `T`, and `q ≠ 0`, the
Seebeck coefficient obeys `q S = kB (s + 1 - μ/(kB T))`. -/
theorem seebeck_nondegenerate {Ξ : ℝ → ℝ} {A s q kB T : ℝ} (hA : 0 < A) (hs : -1 < s)
    (hq : q ≠ 0) (hk : 0 < kB) (hT : 0 < T) (hΞ : ∀ E, 0 < E → Ξ E = A * E ^ s) (μ : ℝ) :
    q * seebeck Ξ q kB T μ = kB * (s + 1 - μ / (kB * T)) := by
  obtain ⟨h0, h1, -⟩ := transportIntegral_values hA hs (mul_pos hk hT) hΞ μ
  unfold seebeck
  rw [h1]
  generalize transportIntegral Ξ (kB * T) μ 0 = L at h0 ⊢
  have hL := h0.ne'
  field_simp

/-- Parabolic band with density of states `g √E`, squared velocity component `2E/(3m)` and
relaxation time `τ E^r`: for `r > -5/2`, positive `g`, `m`, `τ`, `kB`, `T`, and `q ≠ 0`,
`κ = (r + 5/2) (kB/q)² σ T`. -/
theorem wiedemann_franz_parabolic {g m τ r q kB T : ℝ} (hg : 0 < g) (hm : 0 < m)
    (hτ : 0 < τ) (hr : -(5 / 2) < r) (hq : q ≠ 0) (hk : 0 < kB) (hT : 0 < T) (μ : ℝ) :
    thermalConductivity (fun E => g * √E * (2 * E / (3 * m)) * (τ * E ^ r)) kB T μ =
      (r + 5 / 2) * (kB / q) ^ 2 *
        conductivity (fun E => g * √E * (2 * E / (3 * m)) * (τ * E ^ r)) q kB T μ * T := by
  have hA : 0 < 2 * g * τ / (3 * m) := by positivity
  -- the three energy dependences combine to the exponent s = r + 3/2
  have hΞ : ∀ E : ℝ, 0 < E → (fun E : ℝ => g * √E * (2 * E / (3 * m)) * (τ * E ^ r)) E
      = 2 * g * τ / (3 * m) * E ^ (r + 3 / 2) := by
    intro E hE
    beta_reduce
    rw [Real.sqrt_eq_rpow, show r + 3 / 2 = 1 / 2 + 1 + r by ring, Real.rpow_add hE,
      Real.rpow_add hE, Real.rpow_one]
    ring
  have h := (wiedemann_franz hA (by linarith) hq hk hT hΞ μ).2
  rw [h, show r + 3 / 2 + 1 = r + 5 / 2 by ring]

end

end NondegenerateLorenz
```

```lean
#print axioms NondegenerateLorenz.transportIntegral_values
#print axioms NondegenerateLorenz.seebeck_nondegenerate
#print axioms NondegenerateLorenz.wiedemann_franz_parabolic
```

```
'NondegenerateLorenz.transportIntegral_values' depends on axioms: [propext, Classical.choice, Quot.sound]
'NondegenerateLorenz.seebeck_nondegenerate' depends on axioms: [propext, Classical.choice, Quot.sound]
'NondegenerateLorenz.wiedemann_franz_parabolic' depends on axioms: [propext, Classical.choice, Quot.sound]
```

## From the Gamma function to the Lorenz number

`moment_integrable` and `moment_eq_Gamma` take convergence and value from Mathlib's Gamma integral. `moment_succ` then uses the Gamma recursion in place of integration by parts, and `reduced_mean_and_variance` computes the two ratios.

`integral_quadratic` splits the integral of a quadratic polynomial into moments, which needs each term to be integrable. `transportIntegral_scaling` performs the substitution $E=\theta x$ through `integral_comp_mul_left_Ioi`; its step `e1` rewrites the exponent as $\eta-x$.

`transportIntegral_values` combines these: `i0`, `i1` and `i2` expand $(x-\eta)^k$ for $k=0,1,2$, and the recursion turns the results into multiples of $L_0$. In `wiedemann_franz` and `seebeck_nondegenerate`, $L_0$ is replaced by a positive number `L`, and `field_simp` clears the denominators, with `ring` finishing the former. The parabolic case adds the exponents with `Real.rpow_add` and applies `wiedemann_franz`.
